# CEPA-0 bounds on the lowest CI eigenvalue for a positive definite excited block

Take the reference energy as zero, and let $v$ be the real vector of couplings between the reference and a finite set of orthonormal excited configurations, $M$ the Hamiltonian block of those configurations, $z=M^{-1}v$ and $q=v\cdot z$. If $M$ is positive definite, the lowest eigenvalue $E$ of the CI matrix $H=\begin{pmatrix}0&v^T\\v&M\end{pmatrix}$ satisfies $-q\le E\le -q/(1+z\cdot z)$.

```lean
import Mathlib

open Matrix

namespace CepaZeroBracket

noncomputable section

variable {n m : Type*} [Fintype n] [DecidableEq n] [Fintype m] [DecidableEq m]

/-- The CI matrix with reference energy zero, coupling `v` between the reference and the
excited configurations, and excited block `M`. -/
def ciMatrix (v : n → ℝ) (M : Matrix n n ℝ) : Matrix (Option n) (Option n) ℝ :=
  Matrix.of fun p q => match p, q with
    | none, none => 0
    | none, some j => v j
    | some i, none => v i
    | some i, some j => M i j

/-- The CI vector with reference coefficient `a` and excited coefficients `c`. -/
def ciVector (a : ℝ) (c : n → ℝ) : Option n → ℝ
  | none => a
  | some i => c i

/-- `E` is the smallest eigenvalue of the matrix `H`. -/
def IsLowestEigenvalue (H : Matrix m m ℝ) (E : ℝ) : Prop :=
  IsLeast {μ : ℝ | ∃ x : m → ℝ, x ≠ 0 ∧ H *ᵥ x = μ • x} E

/-- The response vector `z = M⁻¹ v`; the CEPA-0 amplitudes are `-z`. -/
def response (v : n → ℝ) (M : Matrix n n ℝ) : n → ℝ := M⁻¹ *ᵥ v

/-- The CEPA-0 correlation energy `-v · M⁻¹ v`. -/
def cepaEnergy (v : n → ℝ) (M : Matrix n n ℝ) : ℝ := -(v ⬝ᵥ response v M)

omit [DecidableEq n] in
private lemma self_nonneg (c : n → ℝ) : 0 ≤ c ⬝ᵥ c :=
  Finset.sum_nonneg fun i _ => mul_self_nonneg (c i)

private lemma mulVec_response {M : Matrix n n ℝ} (hM : M.PosDef) (v : n → ℝ) :
    M *ᵥ response v M = v := by
  have hu : IsUnit M.det := isUnit_iff_ne_zero.mpr hM.det_pos.ne'
  rw [response, Matrix.mulVec_mulVec, Matrix.mul_nonsing_inv M hu, Matrix.one_mulVec]

omit [Fintype n] [DecidableEq n] in
private lemma transpose_eq {M : Matrix n n ℝ} (hM : M.PosDef) : Mᵀ = M := by
  rw [← Matrix.conjTranspose_eq_transpose_of_trivial]
  exact hM.isHermitian

omit [DecidableEq n] in
private lemma dot_symm {M : Matrix n n ℝ} (hM : M.PosDef) (x y : n → ℝ) :
    x ⬝ᵥ M *ᵥ y = (M *ᵥ x) ⬝ᵥ y := by
  rw [Matrix.dotProduct_mulVec, ← Matrix.mulVec_transpose, transpose_eq hM]

omit [DecidableEq n] in
private lemma form_pos {M : Matrix n n ℝ} (hM : M.PosDef) {x : n → ℝ} (hx : x ≠ 0) :
    0 < x ⬝ᵥ M *ᵥ x := by
  simpa using hM.dotProduct_mulVec_pos hx

omit [DecidableEq n] in
/-- The CI matrix acts on a vector `(a, c)` to give `(v · c, a v + M c)`. -/
theorem ciMatrix_mulVec (v : n → ℝ) (M : Matrix n n ℝ) (a : ℝ) (c : n → ℝ) :
    ciMatrix v M *ᵥ ciVector a c = ciVector (v ⬝ᵥ c) (a • v + M *ᵥ c) := by
  ext p
  cases p <;>
    simp [ciMatrix, ciVector, Matrix.mulVec, dotProduct, Fintype.sum_option, mul_comm]

omit [DecidableEq n] in
private lemma ci_equations {v : n → ℝ} {M : Matrix n n ℝ} {a E : ℝ} {c : n → ℝ}
    (h : ciMatrix v M *ᵥ ciVector a c = E • ciVector a c) :
    v ⬝ᵥ c = E * a ∧ a • v + M *ᵥ c = E • c := by
  rw [ciMatrix_mulVec] at h
  exact ⟨congrFun h none, funext fun i => congrFun h (some i)⟩

/-- Variational principle: the lowest eigenvalue of a symmetric matrix, times the squared norm of
any real vector `x`, is at most `x · H x`. -/
theorem variational_principle {H : Matrix m m ℝ} (hH : H.IsHermitian) {E : ℝ}
    (hE : IsLowestEigenvalue H E) (x : m → ℝ) : E * (x ⬝ᵥ x) ≤ x ⬝ᵥ H *ᵥ x := by
  have hA : (H - E • (1 : Matrix m m ℝ)).IsHermitian := by
    apply Matrix.IsHermitian.sub hH
    simp [Matrix.IsHermitian]
  -- every eigenvalue of the shifted matrix is nonnegative
  have hpos : (H - E • (1 : Matrix m m ℝ)).PosSemidef := by
    rw [hA.posSemidef_iff_eigenvalues_nonneg]
    intro i
    show (0 : ℝ) ≤ hA.eigenvalues i
    have h : (H - E • (1 : Matrix m m ℝ)) *ᵥ (hA.eigenvectorBasis i).ofLp
        = hA.eigenvalues i • (hA.eigenvectorBasis i).ofLp := hA.mulVec_eigenvectorBasis i
    have hu : (hA.eigenvectorBasis i).ofLp ≠ 0 := fun h0 =>
      hA.eigenvectorBasis.orthonormal.ne_zero i (by ext j; exact congrFun h0 j)
    rw [Matrix.sub_mulVec, Matrix.smul_mulVec, Matrix.one_mulVec] at h
    have h2 : E ≤ E + hA.eigenvalues i :=
      hE.2 ⟨_, hu, by linear_combination (norm := module) h⟩
    linarith
  have h := hpos.dotProduct_mulVec_nonneg x
  rw [star_trivial, Matrix.sub_mulVec, Matrix.smul_mulVec, Matrix.one_mulVec,
    dotProduct_sub, dotProduct_smul, smul_eq_mul] at h
  linarith

/-- For positive definite `M`, the CEPA-0 energy divided by the squared norm `1 + z · z` of the
CEPA-0 wave function is an upper bound to the lowest CI eigenvalue. -/
theorem le_normalised_cepa {v : n → ℝ} {M : Matrix n n ℝ} (hM : M.PosDef) {E : ℝ}
    (hE : IsLowestEigenvalue (ciMatrix v M) E) :
    E ≤ cepaEnergy v M / (1 + response v M ⬝ᵥ response v M) := by
  have hs : ∀ i j, M j i = M i j := fun i j => congrFun (congrFun (transpose_eq hM) i) j
  have hH : (ciMatrix v M).IsHermitian := by
    apply Matrix.IsHermitian.ext
    intro p q
    rcases p with _ | i <;> rcases q with _ | j <;> simp [ciMatrix, hs]
  -- the trial vector is the CEPA-0 wave function `(1, -z)`
  have h := variational_principle hH hE (ciVector 1 (-response v M))
  have hdot : ∀ (a b : ℝ) (c d : n → ℝ),
      ciVector a c ⬝ᵥ ciVector b d = a * b + c ⬝ᵥ d := by
    intro a b c d
    simp [ciVector, dotProduct, Fintype.sum_option]
  rw [ciMatrix_mulVec, hdot, hdot, Matrix.mulVec_neg, mulVec_response hM, one_smul,
    add_neg_cancel, dotProduct_zero, dotProduct_neg, neg_dotProduct, dotProduct_neg] at h
  have hz := self_nonneg (response v M)
  rw [le_div_iff₀ (by linarith), cepaEnergy]
  linarith

private lemma lowest_nonpos {v : n → ℝ} {M : Matrix n n ℝ} (hM : M.PosDef) {E : ℝ}
    (hE : IsLowestEigenvalue (ciMatrix v M) E) : E ≤ 0 := by
  refine (le_normalised_cepa hM hE).trans (div_nonpos_of_nonpos_of_nonneg ?_ ?_)
  · have h := hM.posSemidef.dotProduct_mulVec_nonneg (response v M)
    rw [star_trivial, mulVec_response hM, dotProduct_comm] at h
    rw [cepaEnergy]
    linarith
  · linarith [self_nonneg (response v M)]

/-- For positive definite `M`, the lowest CI eigenvalue has an eigenvector with reference
coefficient one. -/
theorem exists_intermediate_normalisation {v : n → ℝ} {M : Matrix n n ℝ} (hM : M.PosDef)
    {E : ℝ} (hE : IsLowestEigenvalue (ciMatrix v M) E) :
    ∃ c : n → ℝ, ciMatrix v M *ᵥ ciVector 1 c = E • ciVector 1 c := by
  obtain ⟨x, hx0, hx⟩ := hE.1
  have hxe : x = ciVector (x none) (fun i => x (some i)) := by
    ext p
    cases p <;> rfl
  -- without the reference, the energy would be an expectation value of `M`, hence positive
  have ha : x none ≠ 0 := by
    intro ha
    rw [hxe, ha] at hx
    have h2 := (ci_equations hx).2
    rw [zero_smul, zero_add] at h2
    have hc : (fun i => x (some i)) ≠ 0 := by
      intro hc
      apply hx0
      ext p
      cases p with
      | none => exact ha
      | some i => exact congrFun hc i
    have hp := form_pos hM hc
    rw [h2, dotProduct_smul, smul_eq_mul] at hp
    have hn := mul_nonpos_of_nonpos_of_nonneg (lowest_nonpos hM hE)
      (self_nonneg (fun i => x (some i)))
    linarith
  refine ⟨fun i => (x none)⁻¹ * x (some i), ?_⟩
  have hy : ciVector 1 (fun i => (x none)⁻¹ * x (some i)) = (x none)⁻¹ • x := by
    ext p
    cases p with
    | none => simp [ciVector, ha]
    | some i => simp [ciVector]
  rw [hy, Matrix.mulVec_smul, hx, smul_comm]

/-- For positive definite `M` and any CI eigenvector `(1, c)`, the CEPA-0 energy divided by the
squared norm `1 + c · c` is a lower bound to its eigenvalue. -/
theorem cepa_exact_norm_le {v : n → ℝ} {M : Matrix n n ℝ} (hM : M.PosDef) {E : ℝ}
    {c : n → ℝ} (h : ciMatrix v M *ᵥ ciVector 1 c = E • ciVector 1 c) :
    cepaEnergy v M / (1 + c ⬝ᵥ c) ≤ E := by
  obtain ⟨h1, h2⟩ := ci_equations h
  have h3 := congrArg (fun y => c ⬝ᵥ y) h2
  simp only [one_smul, dotProduct_add, dotProduct_smul, smul_eq_mul] at h3
  -- positivity of `M` on the difference between exact and CEPA-0 amplitudes
  have hp := hM.posSemidef.dotProduct_mulVec_nonneg (c + response v M)
  rw [star_trivial, Matrix.mulVec_add, mulVec_response hM, dotProduct_add, add_dotProduct,
    add_dotProduct, dot_symm hM (response v M) c, mulVec_response hM,
    dotProduct_comm (response v M) v] at hp
  rw [div_le_iff₀ (by linarith [self_nonneg c]), cepaEnergy]
  linarith

/-- For positive definite `M`, the lowest CI eigenvalue lies between the CEPA-0 energy and the
CEPA-0 energy divided by the squared norm of the CEPA-0 wave function. -/
theorem cepa_bracket {v : n → ℝ} {M : Matrix n n ℝ} (hM : M.PosDef) {E : ℝ}
    (hE : IsLowestEigenvalue (ciMatrix v M) E) :
    cepaEnergy v M ≤ E ∧
      E ≤ cepaEnergy v M / (1 + response v M ⬝ᵥ response v M) := by
  refine ⟨?_, le_normalised_cepa hM hE⟩
  obtain ⟨c, hc⟩ := exists_intermediate_normalisation hM hE
  have h := cepa_exact_norm_le hM hc
  have hcc := self_nonneg c
  rw [div_le_iff₀ (by linarith)] at h
  have hn := mul_nonpos_of_nonpos_of_nonneg (lowest_nonpos hM hE) hcc
  linarith

/-- For positive definite `M` and an eigenvector `(1, c)` of the lowest CI eigenvalue, the norm of
the exact amplitudes `c` is at most that of the CEPA-0 amplitudes. -/
theorem exact_amplitudes_le_cepa {v : n → ℝ} {M : Matrix n n ℝ} (hM : M.PosDef) {E : ℝ}
    (hE : IsLowestEigenvalue (ciMatrix v M) E) {c : n → ℝ}
    (hc : ciMatrix v M *ᵥ ciVector 1 c = E • ciVector 1 c) :
    c ⬝ᵥ c ≤ response v M ⬝ᵥ response v M := by
  have hz := self_nonneg (response v M)
  rcases (lowest_nonpos hM hE).lt_or_eq with hneg | hzero
  · -- compare the two normalised bounds
    have hl := cepa_exact_norm_le hM hc
    have hu := le_normalised_cepa hM hE
    rw [div_le_iff₀ (by linarith [self_nonneg c])] at hl
    rw [le_div_iff₀ (by linarith)] at hu
    by_contra hlt
    have := mul_neg_of_neg_of_pos hneg (sub_pos.mpr (not_le.mp hlt))
    linarith
  · -- zero correlation energy forces the amplitudes to vanish
    obtain ⟨h1, h2⟩ := ci_equations hc
    have h3 := congrArg (fun y => c ⬝ᵥ y) h2
    simp only [one_smul, dotProduct_add, dotProduct_smul, smul_eq_mul] at h3
    rw [dotProduct_comm c v, h1, hzero] at h3
    have hc0 : c = 0 := by
      by_contra hne
      linarith [form_pos hM hne]
    rw [hc0, dotProduct_zero]
    exact hz

end

end CepaZeroBracket
```

```lean
#print axioms CepaZeroBracket.le_normalised_cepa
#print axioms CepaZeroBracket.cepa_bracket
#print axioms CepaZeroBracket.exact_amplitudes_le_cepa
```

```
'CepaZeroBracket.le_normalised_cepa' depends on axioms: [propext, Classical.choice, Quot.sound]
'CepaZeroBracket.cepa_bracket' depends on axioms: [propext, Classical.choice, Quot.sound]
'CepaZeroBracket.exact_amplitudes_le_cepa' depends on axioms: [propext, Classical.choice, Quot.sound]
```

## The CI problem and its linearised form

The index type `Option n` holds the reference as `none` and the excited configurations as `some i`. Thus `ciMatrix v M` is $H$, and `ciVector a c` is the vector $(a,c)$. `IsLowestEigenvalue` says that $E$ is the least element of the set of real eigenvalues.

With the reference coefficient set to one (intermediate normalisation), the eigenvalue equations for $(1,c)$ are

$$v\cdot c=E,\qquad v+Mc=Ec.$$

CEPA-0 drops the term $Ec$. Its amplitudes are then $-z$, with `response v M` standing for $z$, and its energy is $-q$, which is `cepaEnergy v M`. The theorem `cepa_bracket` states both bounds on $E$.

The hypothesis `M.PosDef` includes symmetry. Physically, it says that every state built from the excited configurations alone has an energy above that of the reference. This is assumed here, and it can fail when configurations are nearly degenerate with the reference.

For a truncated CI calculation in a finite real basis that meets this condition, the bracket limits how far CEPA-0 can lie below the CI energy of the same configuration space. The upper bound also holds for the full CI energy, which is no higher than the truncated one, but the lower bound can fail for it when the space is incomplete.

## The upper bound from the CEPA-0 wave function

For symmetric $H$, the matrix $H-E\,1$ has no negative eigenvalue, because $E$ is the lowest eigenvalue of $H$. Hence $E\,(x\cdot x)\le x\cdot Hx$ for every $x$. `variational_principle` proves this through the spectral theorem.

Now take $x=(1,-z)$. Since $Mz=v$,

$$Hx=(-v\cdot z,\;v-Mz)=(-q,0),\qquad x\cdot Hx=-q,\qquad x\cdot x=1+z\cdot z.$$

Division by the squared norm gives $E\le -q/(1+z\cdot z)$, which is `le_normalised_cepa`. Because $q=z\cdot Mz\ge0$, it follows that $E\le0$ (`lowest_nonpos`).

## The lower bound from positivity

The ground state must contain the reference. If its reference coefficient were zero, its excited part $c\ne0$ would obey $Mc=Ec$. Then $c\cdot Mc=E\,(c\cdot c)\le0$, which contradicts positive definiteness. The eigenvector can therefore be scaled to $(1,c)$, as `exists_intermediate_normalisation` shows.

Taking the dot product of the second CI equation with $c$ and using $v\cdot c=E$ gives

$$c\cdot Mc=E\,(c\cdot c)-E.$$

The difference between the exact and CEPA-0 amplitudes is $c+z$. By the symmetry of $M$ and $Mz=v$,

$$\begin{aligned}
0&\le(c+z)\cdot M(c+z)\\
&=c\cdot Mc+2\,v\cdot c+q\\
&=E\,(1+c\cdot c)+q.
\end{aligned}$$

Therefore $-q/(1+c\cdot c)\le E$. This is `cepa_exact_norm_le`, which holds for any eigenvector of the form $(1,c)$, not just the ground state. For the lowest eigenvalue, $E\le0$ gives $E\,(1+c\cdot c)\le E$, and so $-q\le E$. In Lean, the expansion is the rewriting of `hp`, and `linarith` combines it with the CI equations.

## The size of the amplitudes

The two normalised bounds also compare the wave functions. For the ground state,

$$E\,(1+z\cdot z)\le -q\le E\,(1+c\cdot c).$$

If $E<0$, dividing by $E$ reverses the inequality and gives $c\cdot c\le z\cdot z$. If $E=0$, the relation for $c\cdot Mc$ becomes $c\cdot Mc=0$, so $c=0$ and the inequality still holds. `exact_amplitudes_le_cepa` treats these two cases separately. CEPA-0 therefore never underestimates the norm of the ground-state amplitudes under the stated hypothesis.

## An excited configuration below the reference

Without positive definiteness the lower bound can fail. With one excited configuration, $v=1$ and $M=-1$, the CI matrix is

$$\begin{pmatrix}0&1\\1&-1\end{pmatrix},\qquad E=\frac{-1-\sqrt5}{2}\approx-1.618.$$

Here $z=-1$ and $q=-1$, so the CEPA-0 energy is $-q=+1$, which lies above $E$.
